# For four quasiparticle modes, half the squared pair cluster is the Pfaffian times the quadruple excitation

A code that builds the four-quasiparticle coefficient of $e^T$ from pair amplitudes by adding the three possible products with plus signs gets a wrong number whenever the product $t_{02}t_{13}$ is nonzero. For the amplitudes $1,2,3,4,5,6$ used below it finds 28, and the correct value is 8. The exchange sign on one of the three products makes the difference.

Let $x_0,\dots,x_3$ be quasiparticle creation operators with $x_ix_j+x_jx_i=0$ for all $i,j$, and let $t_{ij}$ be the pair amplitudes. Define

$$T=\sum_{i<j}t_{ij}\,x_ix_j,\qquad Q=x_0x_1x_2x_3,\qquad p=t_{01}t_{23}-t_{02}t_{13}+t_{03}t_{12}.$$

Then

$$\tfrac12T^2=p\,Q,\qquad T^3=0,\qquad e^T=1+T+p\,Q,$$

where $e^T$ stands for its power series, which ends after the quadratic term. If $t$ is antisymmetric, then also $p^2=\det t$. This is the $4\times4$ case of the relation between Pfaffian and determinant.

## Where pair amplitudes enter a quasiparticle code

In a Bogoliubov coupled-cluster calculation restricted to pair amplitudes and four modes, $p$ is the whole coefficient of the fully occupied configuration, created from the quasiparticle vacuum by $Q$, when that vacuum has coefficient 1, and it comes from the disconnected term $T^2/2$. A routine that expands $e^T$ can be tested against it.

The determinant is less informative than $p$, because it fixes $p$ only up to sign. A routine that takes a square root of $\det t$ needs the sign from elsewhere, whereas the three-term formula supplies it directly.

The normalisation of $T$ matters too. For antisymmetric $t$, the restricted sum above equals $\frac12\sum_{ij}t_{ij}x_ix_j$. Leaving out that $\frac12$ in the unrestricted sum doubles $T$ and multiplies the quadruple coefficient by four.

## From anticommutators to the Pfaffian

Setting $i=j$ in the anticommutator gives $2x_i^2=0$, so $x_i^2=0$. For $i\ne j$, exchanging neighbours costs a sign.

The square $T^2$ has 36 products of two pairs. If the pairs share an index, the repeated operators can be moved next to each other and the product vanishes. Six products remain, two for each way of splitting the four modes into pairs. Both orders of the two pairs give the same result, because moving one pair past another takes four exchanges. Reordering gives

$$x_0x_1x_2x_3=Q,\qquad x_0x_2x_1x_3=-Q,\qquad x_0x_3x_1x_2=Q,$$

hence $T^2=2pQ$. Every pair in $T$ repeats an operator already in $Q$, so $TQ=0$ and $T^3=2p\,TQ=0$. All higher powers vanish as well, which ends the exponential series.

For the determinant, let $M_{0j}$ be the minor of $t$ without row 0 and column $j$. Antisymmetry gives

$$M_{01}=-t_{01}t_{23}^2+t_{02}t_{13}t_{23}-t_{03}t_{12}t_{23}=-p\,t_{23},$$

and in the same way $M_{02}=-p\,t_{13}$ and $M_{03}=-p\,t_{12}$. Since $t_{00}=0$, expansion along row 0 yields

$$\det t=-t_{01}M_{01}+t_{02}M_{02}-t_{03}M_{03}=p^2.$$

If $Q\neq0$, then $T^2=2pQ$ vanishes exactly when $p=0$. For antisymmetric $t$ this means $\det t=0$.

For antisymmetric $t$, the Pfaffian also appears when $T$ is compared with a single product of two linear combinations of the operators. If $t_{01}\neq0$ and $p=0$, the identity derived here makes $T$ such a product. Put $u=\sum_jt_{0j}x_j$ and $v=\sum_jt_{1j}x_j$. For $i<j$, the coefficient of $x_ix_j$ in $uv$ is $t_{0i}t_{1j}-t_{0j}t_{1i}$. With $t_{00}=t_{11}=0$ and $t_{10}=-t_{01}$ this equals $t_{01}t_{ij}$ for every pair except $(2,3)$, where it is $t_{02}t_{13}-t_{03}t_{12}=t_{01}t_{23}-p$. Therefore

$$t_{01}T=uv+p\,x_2x_3.$$

## Six amplitudes, with and without the lower triangle

Take $t_{01}=1$, $t_{02}=2$, $t_{03}=3$, $t_{12}=4$, $t_{13}=5$, $t_{23}=6$. Then $p=6-10+12=8$ and $T^2/2=8Q$. With the lower triangle filled antisymmetrically, the minors are $-48$, $-40$ and $-32$, so $\det t=48-80+96=64=p^2$.

Now store the same six numbers and leave the lower triangle at zero. The cluster $T$ and the value $p=8$ are unchanged, but the matrix is strictly upper triangular and its determinant is 0. A zero diagonal is therefore not enough for $p^2=\det t$. A code that keeps only the upper triangle should fill in the other half with opposite signs before it calls a determinant routine.

## The Lean file

```lean
import Mathlib

open Matrix

namespace BogoliubovPairCluster

variable {K A : Type*} [Field K] [Ring A] [Algebra K A]

/-- Four operators whose anticommutators all vanish, including that of each operator with
itself, as for quasiparticle creation operators. -/
def Anticommuting (x : Fin 4 → A) : Prop :=
  ∀ i j, x i * x j + x j * x i = 0

/-- The pair cluster operator `T`, the sum over `i < j` of `t i j` times `x i * x j`. -/
def pairCluster (t : Matrix (Fin 4) (Fin 4) K) (x : Fin 4 → A) : A :=
  ∑ i, ∑ j, if i < j then t i j • (x i * x j) else 0

/-- The Pfaffian of the pair amplitudes: the signed sum over the three ways to split four
quasiparticles into two pairs. -/
def pfaffian (t : Matrix (Fin 4) (Fin 4) K) : K :=
  t 0 1 * t 2 3 - t 0 2 * t 1 3 + t 0 3 * t 1 2

/-- The operator that creates all four quasiparticles. -/
def quadruple (x : Fin 4 → A) : A := x 0 * x 1 * x 2 * x 3

/-- The pair cluster operator written out as its six pair excitations. -/
theorem pairCluster_expand (t : Matrix (Fin 4) (Fin 4) K) (x : Fin 4 → A) :
    pairCluster t x = t 0 1 • (x 0 * x 1) + t 0 2 • (x 0 * x 2) + t 0 3 • (x 0 * x 3)
      + t 1 2 • (x 1 * x 2) + t 1 3 • (x 1 * x 3) + t 2 3 • (x 2 * x 3) := by
  simp [pairCluster, Fin.sum_univ_four]
  abel

variable [CharZero K]

/-- Exchanging two neighbouring anticommuting operators gives a minus sign, and a repeated
operator gives zero, also in front of any further operator `z`. The scalars have
characteristic zero. -/
theorem reorder (K : Type*) {A : Type*} [Field K] [CharZero K] [Ring A] [Algebra K A]
    {x : Fin 4 → A} (hx : Anticommuting x) :
    (∀ i j, x i * x j = -(x j * x i)) ∧ (∀ i j z, x i * (x j * z) = -(x j * (x i * z))) ∧
      (∀ i, x i * x i = 0) ∧ (∀ i z, x i * (x i * z) = 0) := by
  have s : ∀ i j, x i * x j = -(x j * x i) := fun i j =>
    eq_neg_of_add_eq_zero_left (hx i j)
  have q : ∀ i, x i * x i = 0 := by
    intro i
    have h : (2 : K) • (x i * x i) = 0 := by
      rw [two_smul]
      exact hx i i
    exact (smul_eq_zero.mp h).resolve_left two_ne_zero
  refine ⟨s, fun i j z => ?_, q, fun i z => ?_⟩
  · rw [← mul_assoc, s i j, neg_mul, mul_assoc]
  · rw [← mul_assoc, q i, zero_mul]

/-- For anticommuting operators over scalars of characteristic zero, the disconnected term
`T ^ 2 / 2` is the Pfaffian of the amplitudes times the quadruple excitation. -/
theorem half_sq (t : Matrix (Fin 4) (Fin 4) K) {x : Fin 4 → A} (hx : Anticommuting x) :
    (1 / 2 : K) • pairCluster t x ^ 2 = pfaffian t • quadruple x := by
  obtain ⟨s, s', q, q'⟩ := reorder K hx
  rw [pow_two, pairCluster_expand, pfaffian, quadruple]
  -- of the 36 products, 30 vanish and six are brought to the order 0, 1, 2, 3
  simp only [add_mul, mul_add, smul_mul_assoc, mul_smul_comm, mul_assoc, q, q',
    s 2 1, s 3 1, s 3 2, s' 1 0, s' 2 0, s' 3 0, s' 2 1, s' 3 1, s' 3 2,
    mul_neg, neg_neg, mul_zero, smul_zero, neg_zero, add_zero, zero_add]
  module

/-- For anticommuting operators over scalars of characteristic zero, the cube of the pair
cluster operator on four quasiparticles vanishes. -/
theorem cube_eq_zero (t : Matrix (Fin 4) (Fin 4) K) {x : Fin 4 → A}
    (hx : Anticommuting x) : pairCluster t x ^ 3 = 0 := by
  obtain ⟨s, s', q, q'⟩ := reorder K hx
  -- a further pair always repeats an operator
  have hQ : pairCluster t x * quadruple x = 0 := by
    rw [pairCluster_expand, quadruple]
    simp only [add_mul, smul_mul_assoc, mul_assoc, q, q',
      s' 1 0, s' 2 0, s' 3 0, s' 2 1, s' 3 1, s' 3 2,
      mul_zero, smul_zero, neg_zero, add_zero]
  have h2 : pairCluster t x ^ 2 = (2 : K) • (pfaffian t • quadruple x) := by
    rw [← half_sq t hx, smul_smul]
    norm_num
  rw [pow_succ' _ 2, h2, mul_smul_comm, mul_smul_comm, hQ, smul_zero, smul_zero]

/-- For antisymmetric amplitudes over a field of characteristic zero, the square of the
Pfaffian is the determinant. -/
theorem pfaffian_sq (t : Matrix (Fin 4) (Fin 4) K) (ht : tᵀ = -t) :
    pfaffian t ^ 2 = t.det := by
  have a : ∀ i j, t j i = -t i j := fun i j => congrFun (congrFun ht i) j
  have d : ∀ i, t i i = 0 := by
    intro i
    have h : (2 : K) * t i i = 0 := by linear_combination a i i
    exact (mul_eq_zero.mp h).resolve_left two_ne_zero
  -- only the six amplitudes above the diagonal are independent
  have e : t = !![0, t 0 1, t 0 2, t 0 3; -t 0 1, 0, t 1 2, t 1 3;
      -t 0 2, -t 1 2, 0, t 2 3; -t 0 3, -t 1 3, -t 2 3, 0] := by
    ext i j
    fin_cases i <;> fin_cases j <;>
      simp [d, a 0 1, a 0 2, a 0 3, a 1 2, a 1 3, a 2 3]
  have hdet := congrArg Matrix.det e
  rw [hdet, Matrix.det_succ_row_zero]
  simp [Fin.sum_univ_succ, Matrix.det_fin_three, Fin.succAbove, pfaffian]
  ring

/-- For anticommuting operators over scalars of characteristic zero, every partial sum of the
exponential series of `T` with at least three terms equals `1 + T` plus the Pfaffian times the
quadruple excitation. -/
theorem exp_series (t : Matrix (Fin 4) (Fin 4) K) {x : Fin 4 → A} (hx : Anticommuting x)
    (N : ℕ) :
    ∑ k ∈ Finset.range (N + 3), ((k.factorial : K)⁻¹) • pairCluster t x ^ k
      = 1 + pairCluster t x + pfaffian t • quadruple x := by
  induction N with
  | zero =>
    rw [← half_sq t hx]
    simp [Finset.sum_range_succ, Nat.factorial]
  | succ N ih =>
    have e : N + 1 + 3 = (N + 3) + 1 := by omega
    rw [e, Finset.sum_range_succ, ih, pow_add, cube_eq_zero t hx, mul_zero, smul_zero,
      add_zero]

/-- For anticommuting operators with nonzero quadruple excitation and antisymmetric amplitudes,
over scalars of characteristic zero, `T ^ 2` vanishes exactly when the amplitude matrix has
determinant zero. -/
theorem sq_eq_zero_iff_det (t : Matrix (Fin 4) (Fin 4) K) (ht : tᵀ = -t) {x : Fin 4 → A}
    (hx : Anticommuting x) (hQ : quadruple x ≠ 0) :
    pairCluster t x ^ 2 = 0 ↔ t.det = 0 := by
  have h := half_sq t hx
  rw [← pfaffian_sq t ht]
  constructor
  · intro h0
    rw [h0, smul_zero] at h
    rw [(smul_eq_zero.mp h.symm).resolve_right hQ]
    norm_num
  · intro h0
    rw [pow_eq_zero_iff two_ne_zero] at h0
    rw [h0, zero_smul] at h
    exact (smul_eq_zero.mp h).resolve_left (by norm_num)

/-- For anticommuting operators and antisymmetric amplitudes over scalars of characteristic
zero, `t 0 1` times `T` is a product of two linear combinations of the operators plus the
Pfaffian times the pair `x 2 * x 3`. -/
theorem single_pair_decomposition (t : Matrix (Fin 4) (Fin 4) K) (ht : tᵀ = -t)
    {x : Fin 4 → A} (hx : Anticommuting x) :
    t 0 1 • pairCluster t x
      = (∑ j, t 0 j • x j) * (∑ j, t 1 j • x j) + pfaffian t • (x 2 * x 3) := by
  obtain ⟨s, -, q, -⟩ := reorder K hx
  have a : ∀ i j, t j i = -t i j := fun i j => congrFun (congrFun ht i) j
  have d : ∀ i, t i i = 0 := by
    intro i
    have h : (2 : K) * t i i = 0 := by linear_combination a i i
    exact (mul_eq_zero.mp h).resolve_left two_ne_zero
  rw [pairCluster_expand, pfaffian, Fin.sum_univ_four, Fin.sum_univ_four]
  simp only [d, a 0 1, zero_smul, zero_add, add_zero, add_mul, mul_add, smul_mul_assoc,
    mul_smul_comm, q, s 1 0, s 2 0, s 3 0, s 3 2, smul_zero]
  module

omit [CharZero K] in
/-- The four generators of the exterior algebra on `K ^ 4` anticommute, and their product
is nonzero. -/
theorem anticommuting_witness :
    Anticommuting (fun i : Fin 4 => ExteriorAlgebra.ι K (Pi.single i 1 : Fin 4 → K)) ∧
    quadruple (fun i : Fin 4 => ExteriorAlgebra.ι K (Pi.single i 1 : Fin 4 → K)) ≠ 0 := by
  refine ⟨fun i j => ExteriorAlgebra.ι_add_mul_swap _ _, fun h0 => ?_⟩
  -- the determinant is an alternating map that detects the product
  let f : ∀ i : ℕ, (Fin 4 → K) [⋀^Fin i]→ₗ[K] K :=
    Function.update (fun _ => 0) 4 Matrix.detRowAlternating
  let v : Fin 4 → Fin 4 → K := fun i => Pi.single i 1
  have h1 := ExteriorAlgebra.liftAlternating_apply_ιMulti f v
  have h2 : ExteriorAlgebra.ιMulti K 4 v = 0 := by
    refine Eq.trans ?_ h0
    rw [ExteriorAlgebra.ιMulti_apply]
    simp [v, quadruple, List.ofFn_succ, mul_assoc]
  have hf : f 4 = Matrix.detRowAlternating := Function.update_self _ _ _
  have hv : Matrix.of v = (1 : Matrix (Fin 4) (Fin 4) K) := by
    ext i j
    by_cases h : i = j
    · subst h
      simp [v]
    · simp [v, Matrix.one_apply, Pi.single_apply, h, Ne.symm h]
  have h3 : Matrix.detRowAlternating v = (1 : K) := by
    change Matrix.det (Matrix.of v) = 1
    rw [hv, Matrix.det_one]
  rw [h2, map_zero, hf, h3] at h1
  exact zero_ne_one h1

end BogoliubovPairCluster
```

```lean
#print axioms BogoliubovPairCluster.pairCluster_expand
-- 'BogoliubovPairCluster.pairCluster_expand' depends on axioms: [propext, Classical.choice, Quot.sound]
#print axioms BogoliubovPairCluster.exp_series
-- 'BogoliubovPairCluster.exp_series' depends on axioms: [propext, Classical.choice, Quot.sound]
#print axioms BogoliubovPairCluster.sq_eq_zero_iff_det
-- 'BogoliubovPairCluster.sq_eq_zero_iff_det' depends on axioms: [propext, Classical.choice, Quot.sound]
#print axioms BogoliubovPairCluster.single_pair_decomposition
-- 'BogoliubovPairCluster.single_pair_decomposition' depends on axioms: [propext, Classical.choice, Quot.sound]
```

## What the theorems guarantee about operators and amplitudes

The scalars `K` form a field of characteristic zero, such as the real or complex numbers. The operators are elements of an arbitrary `K`-algebra `A`, and `Anticommuting x` is all that is assumed about them in most theorems. It includes the case $i=j$, so the exclusion principle is derived. `pairCluster` is the literal sum over $i<j$ and reads only the upper triangle of `t`. `pfaffian` and `quadruple` are $p$ and $Q$.

`half_sq`, `cube_eq_zero` and `exp_series` hold for any matrix `t`. In `exp_series` the sum runs over $k=0,\dots,N+2$, so it concerns every partial sum with at least three terms and needs no notion of convergence. Antisymmetry, written `tᵀ = -t`, is assumed in `pfaffian_sq`, `sq_eq_zero_iff_det` and `single_pair_decomposition`.

The condition `quadruple x ≠ 0` in `sq_eq_zero_iff_det` says that all four modes can be occupied at once. `anticommuting_witness` shows that the generators of the exterior algebra on $K^4$ satisfy it together with the anticommutation rules.

The model has four modes and creation operators only. Annihilators, a vacuum state, a Hamiltonian and the equations that determine the amplitudes are absent, as is floating-point rounding. With six or more modes, $T^3$ need not vanish.

## Sorting the operators by rewriting

`pairCluster_expand` writes $T$ as its six terms. `reorder` supplies the exchange rule and the vanishing square, each in a second version with a further factor `z` on the right, which is needed for neighbours inside a longer product.

In `half_sq`, `simp only` multiplies out the 36 products and applies the exchange rule only to pairs in the wrong order, such as `s 2 1`, so the rewriting moves towards the order 0, 1, 2, 3 and stops there. The tactic `module` then compares the coefficients of $Q$. `cube_eq_zero` first proves $TQ=0$ as `hQ` and combines it with $T^2=2pQ$.

`pfaffian_sq` derives the zero diagonal from antisymmetry, rewrites `t` in terms of its six independent entries and expands along row 0; `ring` confirms the resulting polynomial identity. `exp_series` is an induction on `N`: the base case is the three-term sum, and each new term contains the factor $T^3$.

`sq_eq_zero_iff_det` replaces the determinant by $p^2$ and cancels the nonzero $Q$ in one direction and the factor $\frac12$ in the other. `single_pair_decomposition` expands $uv$, orders the pairs and compares coefficients, as in the derivation.

For the witness, the determinant is used as an alternating map on four vectors. If the product of the generators were zero, this map would give 0 on the standard basis, but the determinant of the identity matrix is 1.
